# Under a C¹ gauge transformation, the transport of a continuous potential changes only by end-point factors

Take matrices of size N = 1, so that everything is a complex number and the order of factors is irrelevant. Let a be a continuous function of t, let u solve u′ = −a u with u(0) = 1, and let g be a continuously differentiable function without zeros. Put v(t) = g(t) u(t) / g(0). Then v(0) = 1, and the product rule gives

v′ = g′ u / g(0) − g a u / g(0) = −(a − g′/g) v.

The rescaled function solves an equation of the same form. The derivative of g has been absorbed by a shift of the potential, and the constant 1/g(0) restores the initial value.

For a particle of charge q, let 𝒜(t) be the scalar product of the vector potential at the point r(t) of a path with the tangent vector r′(t). Then a = −i(q/ħ)𝒜 and g = exp(iqχ/ħ), with χ a real gauge function. The shift a − g′/g is the familiar 𝒜 → 𝒜 + χ′, and u acquires the phase exp(iq(χ(t) − χ(0))/ħ), which depends on the two end points alone.

For N by N matrices the same mechanism works, but the order of the factors has to be respected. The problems below treat that case, with values in a real normed algebra R.

```lean
import Mathlib

open Set

namespace GaugeCovariantTransport

noncomputable section

variable {R : Type*} [NormedRing R] [NormedAlgebra ℝ R]
```

A transport U of a potential A is defined by an initial value problem on the whole real line:

U′(t) = −A(t) U(t), U(0) = 1.

In Lean, `IsTransport A U` is the statement that U solves this problem. It is a property of a given U, so a theorem that has it as a hypothesis takes the solution as supplied. Existence for an arbitrary continuous A is not proved here.

```lean
/-- `U` is a parallel transport of the potential `A` along the line: `U' = -A U` with `U(0) = 1`. -/
def IsTransport (A U : ℝ → R) : Prop :=
  U 0 = 1 ∧ ∀ t, HasDerivAt U (-(A t * U t)) t
```

A gauge function g assigns an invertible element to each t. The transformed potential, written A^g below, is

A^g = g A g⁻¹ − g′ g⁻¹.

The type `ℝ → Rˣ` says that each g(t) is a unit of R, so g(t)⁻¹ is a true two-sided inverse. Neither unitarity of g nor anti-Hermiticity of A is required. The sign of the second term belongs to the convention U′ = −A U, that is, to the covariant derivative d/dt + A.

```lean
/-- The gauge-transformed potential `g A g⁻¹ - g' g⁻¹`. -/
def gaugeTransform (g : ℝ → Rˣ) (A : ℝ → R) : ℝ → R := fun t =>
  (g t : R) * A t * ((g t)⁻¹ : Rˣ) - deriv (fun s => (g s : R)) t * ((g t)⁻¹ : Rˣ)
```

## (a) A continuous potential has at most one transport

**Task.** Let A be continuous, and let U and V both be transports of A. Show that U = V.

**Solution.** Fix t. On a bounded interval containing 0 and t, continuity gives a constant C with ‖A(s)‖ ≤ C. The difference D = U − V satisfies

D′ = −A D, D(0) = 0, ‖D′(s)‖ ≤ C ‖D(s)‖.

Suppose t > 0. Choose a step δ > 0 with Cδ ≤ 1/2, and let M be the maximum of ‖D‖ on [0, δ]. By the mean value inequality, every s in [0, δ] satisfies

‖D(s)‖ = ‖D(s) − D(0)‖ ≤ δ C M ≤ M/2.

Hence M ≤ M/2, and so M = 0. Now D(δ) = 0, and the argument can be repeated from δ. Finitely many steps, the last one shortened if necessary, reach t. For t < 0 the steps go to the left, and for t = 0 there is nothing to show.

```lean
/-- A continuous potential has at most one parallel transport. -/
theorem transport_unique {A U V : ℝ → R} (hA : Continuous A)
    (hU : IsTransport A U) (hV : IsTransport A V) : U = V := by
  funext t
  -- on a bounded interval around 0 and t the potential is bounded
  obtain ⟨C, hC⟩ := (isCompact_Icc (a := -(|t| + 1)) (b := |t| + 1)).exists_bound_of_continuousOn
    hA.continuousOn
  have hLip : ∀ s ∈ Ioo (-(|t| + 1)) (|t| + 1),
      LipschitzOnWith C.toNNReal (fun x : R => -(A s * x)) univ := by
    intro s hs
    refine LipschitzOnWith.of_dist_le_mul fun x _ y _ => ?_
    rw [dist_neg_neg, dist_eq_norm, dist_eq_norm, ← mul_sub]
    refine (norm_mul_le _ _).trans ?_
    exact mul_le_mul_of_nonneg_right
      ((hC s (Ioo_subset_Icc_self hs)).trans (Real.le_coe_toNNReal C)) (norm_nonneg _)
  have h0 : (0 : ℝ) ∈ Ioo (-(|t| + 1)) (|t| + 1) := by
    constructor <;> linarith [abs_nonneg t]
  have ht : t ∈ Ioo (-(|t| + 1)) (|t| + 1) := by
    constructor <;> linarith [neg_abs_le t, le_abs_self t]
  exact ODE_solution_unique_of_mem_Ioo (v := fun s x => -(A s * x)) (s := fun _ => univ)
    hLip h0 (fun s _ => ⟨hU.2 s, mem_univ _⟩) (fun s _ => ⟨hV.2 s, mem_univ _⟩)
    (hU.1.trans hV.1.symm) ht
```

The Lean proof works on the interval from −(|t| + 1) to |t| + 1. Compactness supplies the bound C, and `hLip` records that x ↦ −A(s) x is Lipschitz with that constant. The library theorem `ODE_solution_unique_of_mem_Ioo` then takes the place of the stepping argument.

## (b) The dressed transport solves the transformed equation

**Task.** Let U be a transport of A and let g be differentiable. Show that W(t) = g(t) U(t) g(0)⁻¹ is a transport of A^g.

**Solution.** The initial value is W(0) = g(0) · 1 · g(0)⁻¹ = 1. Since g(0)⁻¹ is constant, the product rule gives

W′ = g′ U g(0)⁻¹ + g (−A U) g(0)⁻¹ = g′ U g(0)⁻¹ − g A U g(0)⁻¹.

The right-hand side of the transformed equation is

−A^g W = −(g A g⁻¹ − g′ g⁻¹) g U g(0)⁻¹ = −g A U g(0)⁻¹ + g′ U g(0)⁻¹,

because g⁻¹ g = 1 in both terms. The two expressions agree.

```lean
/-- If `U` is a transport of `A` and `g` is differentiable, then `g(t) U(t) g(0)⁻¹` is a transport
of the gauge-transformed potential. -/
theorem transport_transforms {A U : ℝ → R} {g : ℝ → Rˣ}
    (hg : Differentiable ℝ (fun t => (g t : R))) (hU : IsTransport A U) :
    IsTransport (gaugeTransform g A) (fun t => (g t : R) * U t * ((g 0)⁻¹ : Rˣ)) := by
  refine ⟨by simp [hU.1], fun t => ?_⟩
  have h := ((hg t).hasDerivAt.fun_mul (hU.2 t)).mul_const (((g 0)⁻¹ : Rˣ) : R)
  refine h.congr_deriv ?_
  -- the factor g⁻¹ in the new potential cancels the g in front of U
  simp only [gaugeTransform, sub_mul, mul_assoc, Units.inv_mul_cancel_left]
  noncomm_ring
```

The term `h` is the product rule. `congr_deriv` reduces the claim to equality of the two derivative expressions, `Units.inv_mul_cancel_left` performs the cancellation g⁻¹ g = 1, and `noncomm_ring` compares what remains without commuting any factors. Continuity of A is not needed for this part.

## (c) The transformed potential is continuous

**Task.** Let A be continuous and g continuously differentiable. Show that A^g is continuous, so that part (a) applies to it.

**Solution.** The functions g, A and g′ are continuous, so only g⁻¹ needs an argument. Fix t and write u = g(t), x = g(s). Then

x⁻¹ − u⁻¹ = x⁻¹ (u − x) u⁻¹.

When s is close enough to t that ‖u − x‖ ‖u⁻¹‖ ≤ 1/2, this identity gives ‖x⁻¹‖ ≤ ‖u⁻¹‖ + ‖x⁻¹‖/2, hence ‖x⁻¹‖ ≤ 2‖u⁻¹‖. Inserting this bound in the identity yields

‖x⁻¹ − u⁻¹‖ ≤ 2 ‖u⁻¹‖² ‖u − x‖,

which tends to zero as s → t. Sums and products of continuous functions are continuous, so A^g is continuous.

```lean
/-- A continuous potential stays continuous under a continuously differentiable gauge
transformation. -/
theorem continuous_gaugeTransform [CompleteSpace R] {A : ℝ → R} {g : ℝ → Rˣ}
    (hA : Continuous A) (hg : ContDiff ℝ 1 (fun t => (g t : R))) :
    Continuous (gaugeTransform g A) := by
  have hi : Continuous (fun t => (((g t)⁻¹ : Rˣ) : R)) := by
    refine continuous_iff_continuousAt.2 fun t => ?_
    have h := ContinuousAt.comp (f := fun s => (g s : R)) (x := t)
      (NormedRing.inverse_continuousAt (g t)) hg.continuous.continuousAt
    simpa [Function.comp_def] using h
  exact ((hg.continuous.mul hA).mul hi).sub ((contDiff_one_iff_deriv.1 hg).2.mul hi)
```

Here `hi` is the continuity of g⁻¹, taken from the library's result on inversion near a unit. That result is used for a complete algebra, hence the hypothesis `CompleteSpace R`. Complex N by N matrices satisfy it. The assumption `ContDiff ℝ 1` says that g is differentiable with continuous derivative.

## (d) The transformed transport is g(t) U(t) g(0)⁻¹ and nothing else

**Task.** Let A be continuous, g continuously differentiable, and U a transport of A. Show that a function V is a transport of A^g if and only if V(t) = g(t) U(t) g(0)⁻¹ for all t.

**Solution.** If V is given by the formula, part (b) says that it is a transport of A^g. Conversely, let V be any transport of A^g. The function in the formula is another one, and A^g is continuous by part (c). Part (a), applied to A^g, shows that the two coincide.

```lean
/-- Gauge covariance of parallel transport: if `A` is continuous, `g` is continuously differentiable
and `U` is the transport of `A`, then the transport of `g A g⁻¹ - g' g⁻¹` is `g(t) U(t) g(0)⁻¹` and
nothing else. -/
theorem gauge_covariance [CompleteSpace R] {A U : ℝ → R} {g : ℝ → Rˣ}
    (hA : Continuous A) (hg : ContDiff ℝ 1 (fun t => (g t : R)))
    (hU : IsTransport A U) (V : ℝ → R) :
    IsTransport (gaugeTransform g A) V ↔
      V = fun t => (g t : R) * U t * ((g 0)⁻¹ : Rˣ) := by
  have hW := transport_transforms (contDiff_one_iff_deriv.1 hg).1 hU
  constructor
  · intro hV
    exact transport_unique (continuous_gaugeTransform hA hg) hV hW
  · rintro rfl
    exact hW
```

The equivalence `↔` contains both directions: the formula gives a solution, and every solution has this form. In the proof `hW` is part (b), and the two bullets are the two directions.

A constant gauge function g(t) = c is a limiting case. The derivative term vanishes, the potential becomes c A c⁻¹, and the transport becomes c U(t) c⁻¹, which is a fixed change of basis.

For a prescribed classical field and N = 1, the end-point rule of part (d) is the one obeyed by the Peierls phase factor on a bond of a tight-binding model, when the phase is computed along the bond's path.

## (e) Two successive transformations are one

**Task.** Let g and h be differentiable gauge functions. Show that transforming A first by h and then by g gives the transform by the product gh.

**Solution.** Insert A^h = h A h⁻¹ − h′ h⁻¹ into the definition:

(A^h)^g = g h A h⁻¹ g⁻¹ − g h′ h⁻¹ g⁻¹ − g′ g⁻¹.

For the product, (gh)⁻¹ = h⁻¹ g⁻¹ and (gh)′ = g′ h + g h′, so

(gh)′ (gh)⁻¹ = g′ h h⁻¹ g⁻¹ + g h′ h⁻¹ g⁻¹ = g′ g⁻¹ + g h′ h⁻¹ g⁻¹.

Subtracting this from (gh) A (gh)⁻¹ gives the expression for (A^h)^g.

```lean
/-- For differentiable `g` and `h`, transforming a potential by `h` and then by `g` is the same as
transforming it once by the product `g h`. -/
theorem gaugeTransform_comp {g h : ℝ → Rˣ} (A : ℝ → R)
    (hg : Differentiable ℝ (fun t => (g t : R)))
    (hh : Differentiable ℝ (fun t => (h t : R))) :
    gaugeTransform g (gaugeTransform h A) = gaugeTransform (fun t => g t * h t) A := by
  funext t
  have hd : deriv (fun s => (g s : R) * (h s : R)) t =
      deriv (fun s => (g s : R)) t * h t + g t * deriv (fun s => (h s : R)) t :=
    ((hg t).hasDerivAt.fun_mul (hh t).hasDerivAt).deriv
  simp only [gaugeTransform, Units.val_mul, mul_inv_rev, hd, sub_mul, add_mul, mul_sub,
    mul_assoc, Units.mul_inv_cancel_left]
  abel
```

The product rule is `hd`, the reversal of the inverse is `mul_inv_rev`, and `abel` puts the three terms in the same order. The potential A is arbitrary here, since it is never differentiated.

## (f) The transport of a pure gauge potential depends only on the end-point values of g

**Task.** Let g be continuously differentiable. Find all transports of the potential −g′ g⁻¹.

**Solution.** Start from A = 0. The constant function U = 1 is a transport, since its derivative is zero and U(0) = 1. The transform of the zero potential is

0^g = g · 0 · g⁻¹ − g′ g⁻¹ = −g′ g⁻¹.

By part (d), the only transport of this potential is V(t) = g(t) · 1 · g(0)⁻¹ = g(t) g(0)⁻¹.

```lean
/-- For continuously differentiable `g`, the transport of the pure gauge potential `-g' g⁻¹` is
`g(t) g(0)⁻¹` and nothing else. -/
theorem pure_gauge_transport [CompleteSpace R] {g : ℝ → Rˣ}
    (hg : ContDiff ℝ 1 (fun t => (g t : R))) (V : ℝ → R) :
    IsTransport (fun t => -(deriv (fun s => (g s : R)) t * ((g t)⁻¹ : Rˣ))) V ↔
      V = fun t => (g t : R) * ((g 0)⁻¹ : Rˣ) := by
  -- start from the vanishing potential, whose transport is the identity
  have h1 : IsTransport (fun _ => (0 : R)) (fun _ => 1) :=
    ⟨rfl, fun t => by simpa using hasDerivAt_const t (1 : R)⟩
  have h := gauge_covariance continuous_const hg h1 V
  have e : gaugeTransform g (fun _ => (0 : R)) =
      fun t => -(deriv (fun s => (g s : R)) t * ((g t)⁻¹ : Rˣ)) := by
    funext t
    simp only [gaugeTransform, mul_zero, zero_mul, zero_sub]
  rw [e] at h
  simpa only [mul_one] using h
```

`h1` is the trivial transport of the zero potential, and `e` identifies its gauge transform with the potential in the task. Rewriting with `e` turns part (d) into the claim.

## (g) A constant potential has an exponential transport

**Task.** Let A(t) = a for all t. Verify that U(t) = exp(−t a) is a transport.

**Solution.** At t = 0 the exponential is 1. Differentiating the power series term by term gives

U′(t) = −a exp(−t a) = −a U(t).

```lean
/-- A constant potential `a` has the transport `exp(-t a)`. -/
theorem isTransport_witness [CompleteSpace R] (a : R) :
    IsTransport (fun _ => a) (fun t : ℝ => NormedSpace.exp (t • (-a))) := by
  refine ⟨by simp, fun t => ?_⟩
  exact (hasDerivAt_exp_smul_const' (-a) t).congr_deriv (neg_mul _ _)
```

This gives an explicit transport for every a in a complete algebra, so parts (b) and (d) can be applied to it. By part (d), a continuously differentiable g turns it into g(t) exp(−t a) g(0)⁻¹. When a = 0 the exponential reduces to 1, the starting point of part (f).

## (h) The trace around a loop is gauge invariant

**Task.** Let A be a continuous potential with complex matrix values, g continuously differentiable, U a transport of A and V a transport of A^g. Suppose g(T) = g(0). Show that tr V(T) = tr U(T).

**Solution.** By part (d) and the condition on g,

V(T) = g(T) U(T) g(0)⁻¹ = g(0) U(T) g(0)⁻¹.

The trace satisfies tr(XY) = tr(YX). With X = g(0) U(T) and Y = g(0)⁻¹,

tr V(T) = tr(g(0)⁻¹ g(0) U(T)) = tr U(T).

```lean
section WilsonLoop

attribute [local instance] Matrix.linftyOpNormedRing Matrix.linftyOpNormedAlgebra

variable {n : Type*} [Fintype n] [DecidableEq n]

/-- Gauge invariance of the Wilson loop: for continuous complex matrix potentials the trace of the
transport from `0` to `T` is unchanged by a continuously differentiable gauge transformation with
`g(T) = g(0)`. -/
theorem wilson_loop_invariant {A U V : ℝ → Matrix n n ℂ} {g : ℝ → (Matrix n n ℂ)ˣ} {T : ℝ}
    (hA : Continuous A) (hg : ContDiff ℝ 1 (fun t => (g t : Matrix n n ℂ)))
    (hU : IsTransport A U) (hV : IsTransport (gaugeTransform g A) V) (hT : g T = g 0) :
    (V T).trace = (U T).trace := by
  have : CompleteSpace (Matrix n n ℂ) := FiniteDimensional.complete ℝ _
  have h := congrFun ((gauge_covariance hA hg hU V).1 hV) T
  -- the two end-point factors cancel under the cyclic trace
  rw [h, hT, Matrix.trace_mul_comm, ← mul_assoc, Units.inv_mul, one_mul]

end WilsonLoop

end

end GaugeCovariantTransport
```

The condition g(T) = g(0) stands for a closed path: the parameters 0 and T label the same point of space, where a single-valued gauge function has one value. No periodicity of A is assumed, because the argument doesn't use it. The Wilson loop here is the trace for one given classical potential, without an average over gauge fields.

The matrices are indexed by a finite type `n`. The two local instances choose the maximal row sum of absolute values as the norm; in finite dimension this choice affects neither derivatives nor continuity. In the final rewriting, `h` is the formula of part (d) at T, and `Matrix.trace_mul_comm` is the cyclic step.

For N = 1 the trace is the number U(T) itself. With the potential −i(q/ħ)𝒜 from the opening, it equals exp((iq/ħ) ∫₀ᵀ 𝒜 dt), the Aharonov–Bohm phase factor of the loop. The gauge function χ may change around the loop by an integer multiple of 2πħ/q, because g = exp(iqχ/ħ) still returns to its initial value.

```lean
#print axioms GaugeCovariantTransport.continuous_gaugeTransform
#print axioms GaugeCovariantTransport.gaugeTransform_comp
#print axioms GaugeCovariantTransport.pure_gauge_transport
#print axioms GaugeCovariantTransport.wilson_loop_invariant
```

```
'GaugeCovariantTransport.continuous_gaugeTransform' depends on axioms: [propext, Classical.choice, Quot.sound]
'GaugeCovariantTransport.gaugeTransform_comp' depends on axioms: [propext, Classical.choice, Quot.sound]
'GaugeCovariantTransport.pure_gauge_transport' depends on axioms: [propext, Classical.choice, Quot.sound]
'GaugeCovariantTransport.wilson_loop_invariant' depends on axioms: [propext, Classical.choice, Quot.sound]
```
